# Cubic regularisation: for symmetric $H$ and $\sigma \ge 0$, $s$ minimises the model globally exactly when $(H+\sigma\|s\|I)s=-g$ with $H+\sigma\|s\|I$ positive semidefinite

## A step on an energy surface with negative curvature

A geometry optimisation holds a nuclear configuration $x$ and knows the gradient $g$ and the Hessian $H$ of the energy $V$ there. The change $V(x+p)-V(x)$ for a displacement $p$ is estimated by $\langle g,p\rangle+\tfrac12\langle p,Hp\rangle$. Near a saddle point $H$ has a negative eigenvalue. The quadratic estimate is then unbounded below, and the Newton step solving $Hp=-g$ heads for a stationary point of the estimate that is not a minimum. One remedy penalises long steps by a cubic term:

$$m(p)=\langle g,p\rangle+\tfrac12\langle p,Hp\rangle+\tfrac{\sigma}{3}\|p\|^3 .$$

The constant $\sigma\ge 0$, an energy per length cubed, stands for the anharmonicity that the quadratic expansion neglects: a larger $\sigma$ expresses less trust in the expansion at long distance. The model $m$ need not be convex and may have a local minimum that is not global, so a test for the best step is needed. The result applies to one step on the local model in real parameters, such as nuclear displacements or real orbital rotations in a second-order SCF iteration, where it says which level shift of the Hessian belongs to the model's lowest point.

## The level-shifted Newton equation

For a candidate step $s$ define the shifted Hessian $A=H+\sigma\|s\|I$, with $I$ the identity. The shift depends on the length of the step itself. For symmetric $H$ and $\sigma\ge0$ the claim is

$$m(s)\le m(p)\ \text{ for all } p \iff As=-g \ \text{ and } \ \langle w,Aw\rangle\ge 0 \ \text{ for all } w .$$

At $\sigma=0$ this is the condition for a minimum of a quadratic: $Hs=-g$ with $H$ positive semidefinite.

## An exact expansion about $s$

Take any displacement $d$ and write $a=\|s\|$, $b=\|s+d\|$. Symmetry of $H$ merges the cross terms $\langle s,Hd\rangle$ and $\langle d,Hs\rangle$:

$$m(s+d)-m(s)=\langle g+Hs,d\rangle+\tfrac12\langle d,Hd\rangle+\tfrac{\sigma}{3}(b^3-a^3).$$

Substitute $H=A-\sigma aI$ in both terms. This produces $\langle As+g,d\rangle+\tfrac12\langle d,Ad\rangle$ and the correction $-\tfrac{\sigma a}{2}\left(2\langle s,d\rangle+\|d\|^2\right)$. The bracket equals $b^2-a^2$. The terms that depend only on lengths combine to

$$\tfrac{\sigma}{3}(b^3-a^3)-\tfrac{\sigma a}{2}(b^2-a^2)=\tfrac{\sigma}{6}(2b^3-3ab^2+a^3)=\tfrac{\sigma}{6}(b-a)^2(2b+a).$$

Hence, with no truncation,

$$m(s+d)-m(s)=\langle As+g,d\rangle+\tfrac12\langle d,Ad\rangle+\tfrac{\sigma}{6}(b-a)^2(2b+a). \tag{1}$$

If $As=-g$ the linear term vanishes, and $d=p-s$, $b=\|p\|$ gives

$$m(p)-m(s)=\tfrac12\langle p-s,A(p-s)\rangle+\tfrac{\sigma}{6}(b-a)^2(2b+a). \tag{2}$$

With $A$ positive semidefinite and $\sigma\ge0$ both terms are nonnegative, so $s$ is a global minimiser.

Two consequences follow from (2) when $A$ is positive semidefinite. For $\sigma>0$, equality $m(p)=m(s)$ forces both terms to vanish. The radial term vanishes when $b=a$ or when $2b+a=0$, and the latter means $a=b=0$. So ties occur exactly when $\|p\|=\|s\|$ and $\langle p-s,A(p-s)\rangle=0$. Setting $p=0$, where $m(0)=0$ and $b=0$, gives $-m(s)=\tfrac12\langle s,As\rangle+\tfrac{\sigma}{6}a^3$, and therefore $m(s)\le-\sigma\|s\|^3/6$.

## A global minimiser satisfies both conditions

Let $s$ be a global minimiser and $r=As+g$ the residual. Put $d=-tr$ in (1) with $0<t\le1$. The triangle inequality gives $|b-a|\le t\|r\|$, and so $2b+a\le 3a+2\|r\|$. The left side of (1) is nonnegative, and division by $t$ leaves

$$0\le-\|r\|^2+tC,\qquad C=\tfrac12\langle r,Ar\rangle+\tfrac{\sigma}{6}\|r\|^2(3a+2\|r\|).$$

Since $C$ does not depend on $t$ and $t$ is arbitrarily small, $r=0$.

Now (2) is available. For any direction $w$ and real $t$, the step $p=s+tw$ gives

$$0\le\tfrac{t^2}{2}\langle w,Aw\rangle+\tfrac{\sigma}{6}(b-a)^2(2b+a),\qquad b^2=a^2+2t\langle s,w\rangle+t^2\|w\|^2 .$$

If $\langle s,w\rangle\neq0$, then $w\ne0$, and $t=-2\langle s,w\rangle/\|w\|^2\neq0$ lands on the second intersection of the line with the sphere of radius $a$. There $b=a$, the radial term is zero, and $\langle w,Aw\rangle\ge0$ follows. This step is finite, which is where global and not merely local minimality enters. If $\langle s,w\rangle=0$, then $b^2-a^2=t^2\|w\|^2$, and for $t>0$

$$(b-a)^2(2b+a)\le 2(b-a)(b^2-a^2)\le 2t^3\|w\|^3 .$$

Multiplying the inequality by $2/t^2$ gives $0\le\langle w,Aw\rangle+t\,\tfrac{2\sigma}{3}\|w\|^3$, and small $t$ finishes the argument.

## Vectors, Hessian and hypotheses in Lean

Steps and the gradient live in `E`, an arbitrary real inner product space, and `‖p‖` is the norm of that inner product. Cartesian $\mathbb R^n$ with a symmetric matrix is one case; mass-weighted or otherwise scaled coordinates are covered provided $g$, $H$ and the norm all refer to the same inner product. Neither finite dimension nor completeness is assumed. The Hessian is a linear map `E →ₗ[ℝ] E` defined on the whole space, and `H.IsSymmetric` says $\langle Hu,v\rangle=\langle u,Hv\rangle$ for all vectors $u,v$, as holds for the second derivative of a smooth energy and for a symmetric quasi-Newton approximation. The definition `model H g σ p` is $m(p)$, with the constant $V(x)$ left out, so that $m(0)=0$, and with the coefficient $\sigma/3$. The definition `shifted H σ s` is $A$.

The theorem `global_min` reads: for symmetric $H$ and `0 ≤ σ`, if `shifted H σ s s = -g` and `∀ w, 0 ≤ ⟪w, shifted H σ s w⟫_ℝ`, then $m(s)\le m(p)$ for every $p$. The theorem `global_min_iff` states the full equivalence. The tie condition is `model_eq_iff`, which needs `0 < σ`, and the decrease bound is `model_decrease`, which places no sign condition on $\sigma$.

All statements concern the model $m$. They do not relate $m$ to the true energy $V$, choose $\sigma$, or address the convergence of repeated steps. They characterise a minimiser $s$ without asserting that one exists or giving a way to compute it. Complex orbital rotations would first have to be written in real and imaginary parts.

```lean
import Mathlib

open scoped InnerProductSpace

namespace CubicRegularisation

noncomputable section

variable {E : Type*} [NormedAddCommGroup E] [InnerProductSpace ℝ E]

/-- The cubically regularised model `m(p) = g·p + p·Hp/2 + σ‖p‖³/3`. -/
def model (H : E →ₗ[ℝ] E) (g : E) (σ : ℝ) (p : E) : ℝ :=
  ⟪g, p⟫_ℝ + ⟪p, H p⟫_ℝ / 2 + σ / 3 * ‖p‖ ^ 3

/-- The level-shifted Hessian `H + σ‖s‖ I`. -/
def shifted (H : E →ₗ[ℝ] E) (σ : ℝ) (s : E) : E →ₗ[ℝ] E :=
  H + (σ * ‖s‖) • LinearMap.id

/-- If `x + tC ≥ 0` for every step length `0 < t ≤ 1`, then `x ≥ 0`. -/
theorem nonneg_of_small_steps {x C : ℝ} (h : ∀ t : ℝ, 0 < t → t ≤ 1 → 0 ≤ x + t * C) :
    0 ≤ x := by
  by_contra hx
  have hx' : x < 0 := not_le.mp hx
  have hC := abs_nonneg C
  have hD : 0 < |C| - x := by linarith
  have ht : 0 < -x / (|C| - x) := div_pos (by linarith) hD
  have ht1 : -x / (|C| - x) ≤ 1 := by
    rw [div_le_iff₀ hD]
    linarith
  have he : -x / (|C| - x) * (|C| - x) = -x := div_mul_cancel₀ _ hD.ne'
  have h0 := h _ ht ht1
  generalize -x / (|C| - x) = t at ht he h0
  nlinarith [mul_le_mul_of_nonneg_left (le_abs_self C) ht.le, mul_pos ht (neg_pos.mpr hx')]

/-- Exact expansion of the model about `s` for symmetric `H`: a term linear in the residual
`(H + σ‖s‖)s + g`, the quadratic form of the shifted Hessian, and a radial remainder. -/
theorem model_expansion {H : E →ₗ[ℝ] E} (hH : H.IsSymmetric) (g : E) (σ : ℝ) (s d : E) :
    model H g σ (s + d) - model H g σ s =
      ⟪shifted H σ s s + g, d⟫_ℝ + ⟪d, shifted H σ s d⟫_ℝ / 2
        + σ / 6 * ((‖s + d‖ - ‖s‖) ^ 2 * (2 * ‖s + d‖ + ‖s‖)) := by
  have hn := norm_add_sq_real s d
  have hsym : ⟪H s, d⟫_ℝ = ⟪s, H d⟫_ℝ := hH s d
  have hc : ⟪d, H s⟫_ℝ = ⟪s, H d⟫_ℝ := (real_inner_comm _ _).trans (hH s d)
  simp only [model, shifted, map_add, inner_add_left, inner_add_right, LinearMap.add_apply,
    LinearMap.smul_apply, LinearMap.id_apply, real_inner_smul_left, real_inner_smul_right,
    real_inner_self_eq_norm_sq]
  linear_combination (σ * ‖s‖ / 2) * hn + hc / 2 - hsym

/-- For symmetric `H`: if `(H + σ‖s‖)s = -g`, then `m(p) - m(s)` is half the shifted quadratic form
of `p - s` plus `σ (‖p‖ - ‖s‖)² (2‖p‖ + ‖s‖)/6`. -/
theorem model_gap {H : E →ₗ[ℝ] E} (hH : H.IsSymmetric) {g s : E} {σ : ℝ}
    (hs : shifted H σ s s = -g) (p : E) :
    model H g σ p - model H g σ s = ⟪p - s, shifted H σ s (p - s)⟫_ℝ / 2
      + σ / 6 * ((‖p‖ - ‖s‖) ^ 2 * (2 * ‖p‖ + ‖s‖)) := by
  have h := model_expansion hH g σ s (p - s)
  have e : s + (p - s) = p := by abel
  rw [e, hs, neg_add_cancel, inner_zero_left, zero_add] at h
  exact h

/-- For symmetric `H` and `σ ≥ 0`: if `(H + σ‖s‖)s = -g` and `H + σ‖s‖` is positive
semidefinite, then `s` minimises the cubic model over all steps `p`. -/
theorem global_min {H : E →ₗ[ℝ] E} (hH : H.IsSymmetric) {g s : E} {σ : ℝ} (hσ : 0 ≤ σ)
    (hs : shifted H σ s s = -g) (hpsd : ∀ w, 0 ≤ ⟪w, shifted H σ s w⟫_ℝ) (p : E) :
    model H g σ s ≤ model H g σ p := by
  have h := model_gap hH hs p
  have h1 := hpsd (p - s)
  have h2 : 0 ≤ σ / 6 * ((‖p‖ - ‖s‖) ^ 2 * (2 * ‖p‖ + ‖s‖)) := by positivity
  linarith

/-- For symmetric `H` and `σ > 0`, with `(H + σ‖s‖)s = -g` and `H + σ‖s‖` positive semidefinite, a
step `p` has the same model value as `s` exactly when it has the same length and the shifted
quadratic form vanishes on `p - s`. -/
theorem model_eq_iff {H : E →ₗ[ℝ] E} (hH : H.IsSymmetric) {g s : E} {σ : ℝ} (hσ : 0 < σ)
    (hs : shifted H σ s s = -g) (hpsd : ∀ w, 0 ≤ ⟪w, shifted H σ s w⟫_ℝ) (p : E) :
    model H g σ p = model H g σ s ↔
      ‖p‖ = ‖s‖ ∧ ⟪p - s, shifted H σ s (p - s)⟫_ℝ = 0 := by
  have h := model_gap hH hs p
  have h1 := hpsd (p - s)
  have h2 : 0 ≤ σ / 6 * ((‖p‖ - ‖s‖) ^ 2 * (2 * ‖p‖ + ‖s‖)) := by positivity
  constructor
  · intro he
    refine ⟨?_, by linarith⟩
    -- both nonnegative terms vanish; factor the radial one
    have h3 : σ / 6 * ((‖p‖ - ‖s‖) ^ 2 * (2 * ‖p‖ + ‖s‖)) = 0 := by linarith
    have h4 := (mul_eq_zero.mp h3).resolve_left (by positivity)
    rcases mul_eq_zero.mp h4 with h5 | h5
    · exact sub_eq_zero.mp ((pow_eq_zero_iff two_ne_zero).mp h5)
    · linarith [norm_nonneg p, norm_nonneg s]
  · rintro ⟨hn, hq⟩
    rw [hn, hq] at h
    linear_combination h

/-- For symmetric `H`: if `(H + σ‖s‖)s = -g` and `H + σ‖s‖` is positive semidefinite, the model
value at `s` is at most `-σ‖s‖³/6`. -/
theorem model_decrease {H : E →ₗ[ℝ] E} (hH : H.IsSymmetric) {g s : E} {σ : ℝ}
    (hs : shifted H σ s s = -g) (hpsd : ∀ w, 0 ≤ ⟪w, shifted H σ s w⟫_ℝ) :
    model H g σ s ≤ -(σ / 6 * ‖s‖ ^ 3) := by
  have h := model_gap hH hs 0
  have h0 : model H g σ 0 = 0 := by simp [model]
  rw [h0, norm_zero] at h
  nlinarith [hpsd (0 - s)]

/-- For symmetric `H` and `σ ≥ 0`, a global minimiser `s` of the cubic model solves
`(H + σ‖s‖)s = -g`. -/
theorem stationary_of_min {H : E →ₗ[ℝ] E} (hH : H.IsSymmetric) {g s : E} {σ : ℝ} (hσ : 0 ≤ σ)
    (hmin : ∀ p, model H g σ s ≤ model H g σ p) : shifted H σ s s = -g := by
  obtain ⟨r, hr⟩ : ∃ r, r = shifted H σ s s + g := ⟨_, rfl⟩
  have key : 0 ≤ -‖r‖ ^ 2 := by
    apply nonneg_of_small_steps
      (C := ⟪r, shifted H σ s r⟫_ℝ / 2 + σ / 6 * (‖r‖ ^ 2 * (3 * ‖s‖ + 2 * ‖r‖)))
    intro t ht ht1
    -- step -t r against the residual r, of length t‖r‖
    have h := model_expansion hH g σ s ((-t) • r)
    rw [← hr] at h
    simp only [map_smul, real_inner_smul_left, real_inner_smul_right,
      real_inner_self_eq_norm_sq] at h
    have hm := hmin (s + (-t) • r)
    have habs := abs_norm_sub_norm_le (s + (-t) • r) s
    rw [add_sub_cancel_left, norm_smul, Real.norm_eq_abs, abs_neg, abs_of_pos ht] at habs
    obtain ⟨h1, h2⟩ := abs_le.mp habs
    have hsq := sq_le_sq' h1 h2
    have h3 : 2 * ‖s + (-t) • r‖ + ‖s‖ ≤ 3 * ‖s‖ + 2 * ‖r‖ := by
      nlinarith [mul_le_mul_of_nonneg_right ht1 (norm_nonneg r)]
    have hrem := mul_le_mul hsq h3 (by positivity) (by positivity)
    refine le_of_mul_le_mul_left ?_ ht
    nlinarith [mul_le_mul_of_nonneg_left hrem hσ]
  have h0 : ‖r‖ ^ 2 = 0 := le_antisymm (by linarith) (sq_nonneg _)
  have hr0 : r = 0 := norm_eq_zero.mp ((pow_eq_zero_iff two_ne_zero).mp h0)
  exact eq_neg_of_add_eq_zero_left (hr.symm.trans hr0)

/-- For symmetric `H` and `σ ≥ 0`, at a global minimiser `s` of the cubic model the shifted
Hessian `H + σ‖s‖` is positive semidefinite. -/
theorem psd_of_min {H : E →ₗ[ℝ] E} (hH : H.IsSymmetric) {g s : E} {σ : ℝ} (hσ : 0 ≤ σ)
    (hmin : ∀ p, model H g σ s ≤ model H g σ p) (w : E) : 0 ≤ ⟪w, shifted H σ s w⟫_ℝ := by
  have hs := stationary_of_min hH hσ hmin
  have key : ∀ t : ℝ, 0 ≤ t ^ 2 * ⟪w, shifted H σ s w⟫_ℝ / 2
      + σ / 6 * ((‖s + t • w‖ - ‖s‖) ^ 2 * (2 * ‖s + t • w‖ + ‖s‖)) := by
    intro t
    have h := model_gap hH hs (s + t • w)
    rw [add_sub_cancel_left, map_smul, real_inner_smul_left, real_inner_smul_right] at h
    nlinarith [hmin (s + t • w)]
  have hn : ∀ t : ℝ, ‖s + t • w‖ ^ 2 = ‖s‖ ^ 2 + 2 * t * ⟪s, w⟫_ℝ + t ^ 2 * ‖w‖ ^ 2 := by
    intro t
    rw [norm_add_sq_real, real_inner_smul_right, norm_smul, mul_pow, Real.norm_eq_abs, sq_abs]
    ring
  by_cases h0 : ⟪s, w⟫_ℝ = 0
  · -- tangential direction: the radial remainder is of third order in t
    apply nonneg_of_small_steps (C := 2 * σ / 3 * ‖w‖ ^ 3)
    intro t ht _
    have hk := key t
    have hb := hn t
    rw [h0, mul_zero, add_zero] at hb
    have h2 := norm_add_le s (t • w)
    rw [norm_smul, Real.norm_eq_abs, abs_of_pos ht] at h2
    generalize ‖s + t • w‖ = b at hk hb h2
    have hrem : (b - ‖s‖) ^ 2 * (2 * b + ‖s‖) ≤ 2 * ((t * ‖w‖) * (t ^ 2 * ‖w‖ ^ 2)) :=
      calc (b - ‖s‖) ^ 2 * (2 * b + ‖s‖) ≤ (b - ‖s‖) ^ 2 * (2 * b + 2 * ‖s‖) := by
            nlinarith [mul_nonneg (sq_nonneg (b - ‖s‖)) (norm_nonneg s)]
        _ = 2 * ((b - ‖s‖) * (t ^ 2 * ‖w‖ ^ 2)) := by linear_combination 2 * (b - ‖s‖) * hb
        _ ≤ 2 * ((t * ‖w‖) * (t ^ 2 * ‖w‖ ^ 2)) := by
            have h3 : b - ‖s‖ ≤ t * ‖w‖ := by linarith
            have h4 : 0 ≤ t ^ 2 * ‖w‖ ^ 2 := by positivity
            linarith [mul_le_mul_of_nonneg_right h3 h4]
    refine le_of_mul_le_mul_left ?_ (pow_pos ht 2)
    nlinarith [mul_le_mul_of_nonneg_left hrem hσ]
  · -- otherwise move along w to the second point of the sphere of radius ‖s‖
    have hw : ‖w‖ ^ 2 ≠ 0 := by
      intro h
      have hw0 : w = 0 := norm_eq_zero.mp ((pow_eq_zero_iff two_ne_zero).mp h)
      exact h0 (by rw [hw0, inner_zero_right])
    obtain ⟨t, ht⟩ : ∃ t : ℝ, t * ‖w‖ ^ 2 = -2 * ⟪s, w⟫_ℝ := ⟨_, div_mul_cancel₀ _ hw⟩
    have ht0 : t ≠ 0 := by
      rintro rfl
      exact h0 (by linarith)
    have hsq : ‖s + t • w‖ ^ 2 = ‖s‖ ^ 2 := by
      rw [hn]
      linear_combination t * ht
    have hk := key t
    rw [(sq_eq_sq₀ (norm_nonneg _) (norm_nonneg _)).mp hsq] at hk
    have htp : 0 < t ^ 2 := by positivity
    refine le_of_mul_le_mul_left ?_ htp
    nlinarith

/-- For symmetric `H` and `σ ≥ 0`, `s` is a global minimiser of the cubic model if and only if
`(H + σ‖s‖)s = -g` and `H + σ‖s‖` is positive semidefinite. -/
theorem global_min_iff {H : E →ₗ[ℝ] E} (hH : H.IsSymmetric) (g s : E) {σ : ℝ} (hσ : 0 ≤ σ) :
    (∀ p, model H g σ s ≤ model H g σ p) ↔
      shifted H σ s s = -g ∧ ∀ w, 0 ≤ ⟪w, shifted H σ s w⟫_ℝ :=
  ⟨fun h => ⟨stationary_of_min hH hσ h, psd_of_min hH hσ h⟩,
    fun h => global_min hH hσ h.1 h.2⟩

/-- In one dimension the negative curvature `H = -1` with `g = -2`, `σ = 1`, `s = 2` is
symmetric, solves `(H + σ‖s‖)s = -g`, and has a positive semidefinite shifted Hessian. -/
theorem global_min_witness :
    (-LinearMap.id : ℝ →ₗ[ℝ] ℝ).IsSymmetric ∧
      shifted (-LinearMap.id : ℝ →ₗ[ℝ] ℝ) 1 2 2 = -(-2) ∧
      ∀ w : ℝ, 0 ≤ ⟪w, shifted (-LinearMap.id : ℝ →ₗ[ℝ] ℝ) 1 2 w⟫_ℝ := by
  have h : ∀ w : ℝ, shifted (-LinearMap.id : ℝ →ₗ[ℝ] ℝ) 1 2 w = w := by
    intro w
    simp [shifted]
    ring
  refine ⟨fun x y => ?_, by rw [h, neg_neg], fun w => ?_⟩
  · simp only [LinearMap.neg_apply, LinearMap.id_apply, inner_neg_left, inner_neg_right]
  · rw [h]
    exact real_inner_self_nonneg

end

end CubicRegularisation
```

```lean
#print axioms CubicRegularisation.model_eq_iff
#print axioms CubicRegularisation.model_decrease
#print axioms CubicRegularisation.global_min_iff
```

```
'CubicRegularisation.model_eq_iff' depends on axioms: [propext, Classical.choice, Quot.sound]
'CubicRegularisation.model_decrease' depends on axioms: [propext, Classical.choice, Quot.sound]
'CubicRegularisation.global_min_iff' depends on axioms: [propext, Classical.choice, Quot.sound]
```

## From the expansion to the sufficient condition

`model_expansion` is (1). After `simp only` has distributed the inner products, the goal is a polynomial identity in real numbers, closed by `linear_combination (σ * ‖s‖ / 2) * hn + hc / 2 - hsym`. Here `hn` is $b^2=a^2+2\langle s,d\rangle+\|d\|^2$, and its multiplier $\sigma a/2$ is, up to sign, the prefactor of the correction term above. The two symmetry relations `hc` and `hsym` bring the cross terms to the common form $\langle s,Hd\rangle$. The expansion assumes nothing about $\sigma$, $g$ or $s$.

`model_gap` is (2), obtained with $d=p-s$. In `global_min`, `h1` and `h2` are the nonnegativity of the two terms, and `linarith` adds them. `model_eq_iff` factors the radial term, discards the factor $\sigma/6$ as positive, and treats the cases $(b-a)^2=0$ and $2b+a=0$ separately. `model_decrease` evaluates `model_gap` at zero and applies the semidefiniteness to the vector `0 - s`.

## Small steps and the second point on the sphere

Both limiting arguments go through `nonneg_of_small_steps`: if $y+tC\ge0$ for all $0<t\le1$, then $y\ge0$ (the number $y$ is `x` in the file). No limit is taken. If $y<0$, the choice $t=-y/(|C|-y)$ lies in $(0,1]$ and satisfies $t|C|=-y+ty$, so $y+tC\le ty<0$, a contradiction.

`stationary_of_min` applies this with $y=-\|r\|^2$ and the constant $C$ displayed above. In its proof `habs` is $|b-a|\le t\|r\|$, `hsq` is its square, `h3` is $2b+a\le3a+2\|r\|$, and `hrem` is the product of the last two bounds. The call to `le_of_mul_le_mul_left` is the division by $t$.

In `psd_of_min`, `key` is the inequality along $s+tw$ and `hn` the formula for $b^2$. The split `by_cases h0` separates the two geometries. In the orthogonal case the `calc` block bounds $2b+a$ by $2b+2a$, inserts $b^2-a^2=t^2\|w\|^2$, and uses $b-a\le t\|w\|$; the lemma on small steps then receives $C=\tfrac{2\sigma}{3}\|w\|^3$. In the other case $t$ is introduced through $t\|w\|^2=-2\langle s,w\rangle$, `hsq` shows $b^2=a^2$, and the positive factor $t^2$ is divided out. The orthogonal case includes $s=0$ and $w=0$. `global_min_iff` assembles the two directions.

`global_min_witness` verifies symmetry, the shifted equation and semidefiniteness for $E=\mathbb R$, $H=-1$, $g=-2$, $\sigma=1$, $s=2$, where $A=-1+2=1$ and $As=2=-g$. The quadratic estimate has no minimum in this case, while `global_min` makes $s=2$ the lowest point of $m(p)=-2p-p^2/2+|p|^3/3$, with $m(2)=-10/3$.

## Solutions of the shifted equation that are not the minimiser

The three examples below are direct arithmetic and do not appear in the file.

Without semidefiniteness, take $E=\mathbb R$, $H=-3$, $g=-2$, $\sigma=1$, $s=-2$. Then $A=-3+2=-1$ and $As=2=-g$. The model $m(p)=-2p-\tfrac32p^2+\tfrac13|p|^3$ has $m''(-2)=-3+4=1>0$, so $s$ is a strict local minimum. Yet $m(-2)=2/3$ lies above $m(0)=0$, and the opposite point of equal length has $m(2)=-22/3$, lower by $8$, which is the size of the term $\tfrac12\cdot4^2\cdot(-1)$ in (2). Positive curvature of $m$ at $s$ thus does not imply semidefiniteness of $A$.

Without $\sigma\ge0$, take $H=1$, $g=0$, $\sigma=-1$, $s=0$ on $\mathbb R$. Then $A=1$ and $As=0=-g$, but $m(3)=\tfrac92-9<0=m(0)$.

Without symmetry, let $H$ be the rotation $(p_1,p_2)\mapsto(-p_2,p_1)$ of $\mathbb R^2$, with $\sigma=1$, $s=(1,0)$ and $g=(-1,-1)$. Then $As=(0,1)+(1,0)=-g$ and $\langle w,Aw\rangle=\|w\|^2\ge 0$. The rotation contributes nothing to the quadratic form, so $m(p)=-p_1-p_2+\|p\|^3/3$. Here $m(s)=-2/3$, whereas the unit vector $(1,1)/\sqrt2$ gives $\tfrac13-\sqrt2<-\tfrac23$.
